# A factorial bound on the difference of successive Born iterates for a continuous Volterra kernel

## Waves inside a non-spherical cell

Inside one atomic cell, a non-spherical potential couples the angular-momentum channels of an electron's wave. Multiply each radial amplitude by the radius \(r\) and collect the products into a channel vector \(u(r)\). A solution that is regular at the centre of the cell obeys

\[
u(r)=u_0(r)+\int_0^r K(r,s)\,u(s)\,ds,\qquad 0\le r\le R,
\]

where \(u_0\) is the incident wave, here a free wave regular at the centre, \(R\) is the outer radius, and the operator \(K(r,s)\) combines the free radial Green function with the potential matrix at \(s\). Born iteration inserts the latest approximation on the right:

\[
u_{n+1}(r)=u_0(r)+\int_0^r K(r,s)\,u_n(s)\,ds,\qquad n=0,1,2,\dots
\]

How fast do the corrections shrink when the potential is strong?

## The estimate and its hypotheses

Let \(K\) be continuous with \(\|K(r,s)\|\le M\) on the triangle \(0\le s\le r\le R\), and let \(u_0\) be continuous with \(\|u_0(r)\|\le C\) on \([0,R]\). Then, for every \(n\ge 0\) and \(r\in[0,R]\),

\[
\|u_{n+1}(r)-u_n(r)\|\le C\,\frac{(Mr)^{n+1}}{(n+1)!}.
\]

The constant \(M\) measures the strength of one scattering per unit radius, channel coupling included. It need not be small: the factorial eventually wins for any \(MR\). This relies on the integral stopping at \(r\). The usual Born series for a scattering wave integrates over the whole range of the potential, and it can diverge when the potential is strong.

Boundedness up to the origin is a real restriction. In a channel of angular momentum \(l\ge1\), the free radial Green function grows like \(s^{-l}\) as \(s\to0\) at fixed \(r\), and coupling between different channels always involves such a channel. If the potential is smooth at the centre and finitely many channels are kept, dividing each component of angular momentum \(l\) by \(r^{l+1}\) gives an equation with a continuous kernel, and the estimate holds for the rescaled components. A nuclear Coulomb potential diverges at the centre and needs separate treatment.

## Each scattering raises the order

The first correction is \(u_1(r)-u_0(r)=\int_0^r K(r,s)u_0(s)\,ds\), with norm at most \(\int_0^r MC\,ds=CMr\). This is the case \(n=0\).

Suppose the estimate holds for some \(n\). The incident wave cancels in the next difference:

\[
u_{n+2}(r)-u_{n+1}(r)=\int_0^r K(r,s)\,[u_{n+1}(s)-u_n(s)]\,ds.
\]

Therefore

\[
\|u_{n+2}(r)-u_{n+1}(r)\|\le\int_0^r M C\frac{(Ms)^{n+1}}{(n+1)!}\,ds
= C\frac{(Mr)^{n+2}}{(n+2)!}.
\]

Splitting the integral of a difference requires integrable terms, which continuity of the iterates supplies. If \(w\) is continuous and \(r<r'\), its scattered wave changes by

\[
\int_0^r [K(r',s)-K(r,s)]\,w(s)\,ds+\int_r^{r'}K(r',s)\,w(s)\,ds.
\]

As \(r'-r\to0\), the first term vanishes by uniform continuity of \(K\) on the triangle, and the second because its integrand is bounded. Scattering thus preserves continuity, and by induction every \(u_n\) is continuous.

## Convergence, uniqueness and sharpness

On \([0,R]\) the corrections are bounded by \(C(MR)^{n+1}/(n+1)!\), which is summable. In a complete channel space the iterates therefore converge uniformly to a continuous \(u\). Since

\[
\left\|\int_0^r K(r,s)[u(s)-u_n(s)]\,ds\right\|\le Mr\sup_{0\le s\le R}\|u(s)-u_n(s)\|\to0,
\]

the limit solves the integral equation.

Now let \(v\) be any continuous solution, with \(\|v\|\le B\) on \([0,R]\). Then \(v-u_0\) is the wave scattered from \(v\), and \(v-u_{n+1}\) is the wave scattered from \(v-u_n\). The same induction gives

\[
\|v(r)-u_n(r)\|\le B\frac{(Mr)^{n+1}}{(n+1)!}.
\]

The right side tends to zero, so \(v=u\). With exactly evaluated integrals, this also bounds the error of stopping at \(u_n\), and summing the corrections shows that \(B=Ce^{MR}\) will do. Quadrature error is separate.

For one channel with constant \(K=M\ge0\) and \(u_0=C\ge0\), repeated integration gives \(u_n(r)=C\sum_{k=0}^n (Mr)^k/k!\). The next correction equals the bound at every order. This is a mathematical test case: the outward Green function of the radial Schrödinger equation vanishes at \(s=r\), so a finite potential gives \(K(r,r)=0\), and the actual corrections can be much smaller than the bound.

## The Lean file

```lean
import Mathlib

open Set Filter Topology intervalIntegral
open scoped Nat

namespace FullPotentialBorn

noncomputable section

variable {E : Type*} [NormedAddCommGroup E] [NormedSpace ℝ E]
  {K : ℝ → ℝ → E →L[ℝ] E} {u₀ u v : ℝ → E} {R M B C : ℝ}

/-- The pairs of radii `(r, s)` with `0 ≤ s ≤ r ≤ R`: the source radius `s` lies inside the
field radius `r`. -/
def triangle (R : ℝ) : Set (ℝ × ℝ) := {p | 0 ≤ p.2 ∧ p.2 ≤ p.1 ∧ p.1 ≤ R}

/-- The wave scattered once by the potential inside radius `r`: the integral of `K(r,s) u(s)`
over `s` from `0` to `r`. -/
def scatter (K : ℝ → ℝ → E →L[ℝ] E) (u : ℝ → E) (r : ℝ) : E :=
  ∫ s in (0 : ℝ)..r, K r s (u s)

/-- The Born iterates: start from the incident wave `u₀`, and at each step add to `u₀` the wave
scattered from the previous iterate. -/
def bornIterate (K : ℝ → ℝ → E →L[ℝ] E) (u₀ : ℝ → E) : ℕ → ℝ → E
  | 0 => u₀
  | n + 1 => fun r => u₀ r + scatter K (bornIterate K u₀ n) r

/-- Integrating `M` times the bound of order `n` from `0` to `r` gives the bound of
order `n + 1`. -/
theorem integral_born_order (M B r : ℝ) (n : ℕ) :
    ∫ s in (0 : ℝ)..r, M * (B * ((M * s) ^ n / (n ! : ℝ))) =
      B * ((M * r) ^ (n + 1) / ((n + 1)! : ℝ)) := by
  have h : (fun s : ℝ => M * (B * ((M * s) ^ n / (n ! : ℝ)))) =
      fun s => (M ^ (n + 1) * B / (n ! : ℝ)) * s ^ n := by
    funext s
    rw [mul_pow]
    ring
  have h1 : (n ! : ℝ) ≠ 0 := by exact_mod_cast Nat.factorial_ne_zero n
  have h2 : (n : ℝ) + 1 ≠ 0 := by positivity
  rw [h, intervalIntegral.integral_const_mul, integral_pow, Nat.factorial_succ,
    zero_pow (Nat.succ_ne_zero n), sub_zero, mul_pow]
  push_cast
  field_simp

/-- If the kernel is bounded by `M` and a wave by `B (Ms)ⁿ/n!`, the scattered wave is bounded by
`B (Mr)ⁿ⁺¹/(n+1)!`. -/
theorem norm_scatter_le {n : ℕ} (hM : ∀ p ∈ triangle R, ‖K p.1 p.2‖ ≤ M)
    (hv : ∀ s ∈ Icc 0 R, ‖v s‖ ≤ B * ((M * s) ^ n / (n ! : ℝ))) {r : ℝ} (hr : r ∈ Icc 0 R) :
    ‖scatter K v r‖ ≤ B * ((M * r) ^ (n + 1) / ((n + 1)! : ℝ)) := by
  have hM0 : 0 ≤ M := (norm_nonneg _).trans (hM (r, r) ⟨hr.1, le_rfl, hr.2⟩)
  rw [← integral_born_order]
  unfold scatter
  refine intervalIntegral.norm_integral_le_of_norm_le hr.1
    (Eventually.of_forall fun s hs => ?_) (Continuous.intervalIntegrable (by fun_prop) _ _)
  exact ((K r s).le_opNorm _).trans (mul_le_mul (hM (r, s) ⟨hs.1.le, hs.2, hr.2⟩)
    (hv s ⟨hs.1.le, hs.2.trans hr.2⟩) (norm_nonneg _) hM0)

/-- For a continuous kernel and continuous waves, the difference of two scattered waves is the
scattered difference. -/
theorem scatter_sub (hK : ContinuousOn (fun p : ℝ × ℝ => K p.1 p.2) (triangle R))
    (hu : ContinuousOn u (Icc 0 R)) (hv : ContinuousOn v (Icc 0 R)) {r : ℝ}
    (hr : r ∈ Icc 0 R) :
    scatter K (fun s => u s - v s) r = scatter K u r - scatter K v r := by
  have hKr : ContinuousOn (fun s => K r s) (Icc 0 r) :=
    hK.comp (f := fun s : ℝ => (r, s)) (by fun_prop) (fun s hs => ⟨hs.1, hs.2, hr.2⟩)
  have hi : ∀ w : ℝ → E, ContinuousOn w (Icc 0 R) →
      IntervalIntegrable (fun s => K r s (w s)) MeasureTheory.volume 0 r := fun w hw =>
    (hKr.clm_apply (hw.mono (Icc_subset_Icc_right hr.2))).intervalIntegrable_of_Icc hr.1
  unfold scatter
  rw [← intervalIntegral.integral_sub (hi u hu) (hi v hv)]
  simp only [map_sub]

/-- A continuous kernel scatters a continuous wave into a continuous wave. -/
theorem continuousOn_scatter (hK : ContinuousOn (fun p : ℝ × ℝ => K p.1 p.2) (triangle R))
    (hu : ContinuousOn u (Icc 0 R)) : ContinuousOn (scatter K u) (Icc 0 R) := by
  rcases lt_or_ge R 0 with hR | hR
  · rw [Icc_eq_empty (not_le_of_gt hR)]
    exact continuousOn_empty _
  -- clamp the radii to `[0, R]`, so that the integrand is continuous everywhere
  obtain ⟨c, hc, hcm, hce⟩ : ∃ c : ℝ → ℝ, Continuous c ∧ (∀ x, c x ∈ Icc 0 R) ∧
      ∀ x ∈ Icc 0 R, c x = x :=
    ⟨fun x => max 0 (min R x), by fun_prop,
      fun x => ⟨le_max_left _ _, max_le hR (min_le_left _ _)⟩,
      fun x hx => by
        show max 0 (min R x) = x
        rw [min_eq_right hx.2, max_eq_right hx.1]⟩
  have h1 : Continuous (fun p : ℝ × ℝ => K (c p.1) (min (c p.2) (c p.1))) :=
    hK.comp_continuous (f := fun p : ℝ × ℝ => (c p.1, min (c p.2) (c p.1))) (by fun_prop)
      (fun p => ⟨le_min (hcm _).1 (hcm _).1, min_le_right _ _, (hcm _).2⟩)
  have h2 : Continuous (fun p : ℝ × ℝ => u (c p.2)) :=
    hu.comp_continuous (f := fun p : ℝ × ℝ => c p.2) (by fun_prop) (fun p => hcm _)
  have h3 : Continuous (fun r : ℝ =>
      ∫ s in (0 : ℝ)..r, K (c r) (min (c s) (c r)) (u (c s))) :=
    continuous_parametric_intervalIntegral_of_continuous
      (f := fun r s => K (c r) (min (c s) (c r)) (u (c s))) (h1.clm_apply h2) continuous_id
  refine h3.continuousOn.congr fun r hr => intervalIntegral.integral_congr fun s hs => ?_
  rw [uIcc_of_le hr.1] at hs
  simp only [hce r hr, hce s ⟨hs.1, hs.2.trans hr.2⟩, min_eq_left hs.2]

/-- For a continuous kernel and a continuous incident wave, every Born iterate is continuous. -/
theorem continuousOn_bornIterate
    (hK : ContinuousOn (fun p : ℝ × ℝ => K p.1 p.2) (triangle R))
    (h₀ : ContinuousOn u₀ (Icc 0 R)) (n : ℕ) :
    ContinuousOn (bornIterate K u₀ n) (Icc 0 R) := by
  induction n with
  | zero => exact h₀
  | succ n ih => exact h₀.add (continuousOn_scatter hK ih)

/-- For a continuous kernel bounded by `M` and a continuous incident wave bounded by `C`,
successive Born iterates differ at radius `r` by at most `C (Mr)ⁿ⁺¹/(n+1)!`. -/
theorem norm_bornIterate_succ_sub_le
    (hK : ContinuousOn (fun p : ℝ × ℝ => K p.1 p.2) (triangle R))
    (hM : ∀ p ∈ triangle R, ‖K p.1 p.2‖ ≤ M)
    (h₀ : ContinuousOn u₀ (Icc 0 R)) (hC : ∀ r ∈ Icc 0 R, ‖u₀ r‖ ≤ C) (n : ℕ) :
    ∀ r ∈ Icc 0 R, ‖bornIterate K u₀ (n + 1) r - bornIterate K u₀ n r‖ ≤
      C * ((M * r) ^ (n + 1) / ((n + 1)! : ℝ)) := by
  induction n with
  | zero =>
    intro r hr
    have e : bornIterate K u₀ (0 + 1) r - bornIterate K u₀ 0 r = scatter K u₀ r :=
      add_sub_cancel_left _ _
    rw [e]
    exact norm_scatter_le hM (by simpa using hC) hr
  | succ n ih =>
    intro r hr
    -- the incident wave cancels, and the previous difference is scattered once more
    have e : bornIterate K u₀ (n + 1 + 1) r - bornIterate K u₀ (n + 1) r =
        scatter K (fun s => bornIterate K u₀ (n + 1) s - bornIterate K u₀ n s) r := by
      rw [scatter_sub hK (continuousOn_bornIterate hK h₀ _) (continuousOn_bornIterate hK h₀ _) hr]
      exact add_sub_add_left_eq_sub _ _ _
    rw [e]
    exact norm_scatter_le hM ih hr

/-- For a continuous kernel bounded by `M` and a continuous incident wave, a continuous solution
`v` of the integral equation with `‖v‖ ≤ B` differs from the `n`-th Born iterate by at most
`B (Mr)ⁿ⁺¹/(n+1)!`. -/
theorem norm_solution_sub_bornIterate_le
    (hK : ContinuousOn (fun p : ℝ × ℝ => K p.1 p.2) (triangle R))
    (hM : ∀ p ∈ triangle R, ‖K p.1 p.2‖ ≤ M) (h₀ : ContinuousOn u₀ (Icc 0 R))
    (hv : ContinuousOn v (Icc 0 R)) (hB : ∀ r ∈ Icc 0 R, ‖v r‖ ≤ B)
    (hsol : ∀ r ∈ Icc 0 R, v r = u₀ r + scatter K v r) (n : ℕ) :
    ∀ r ∈ Icc 0 R, ‖v r - bornIterate K u₀ n r‖ ≤
      B * ((M * r) ^ (n + 1) / ((n + 1)! : ℝ)) := by
  induction n with
  | zero =>
    intro r hr
    have e : v r - bornIterate K u₀ 0 r = scatter K v r :=
      sub_eq_of_eq_add' (hsol r hr)
    rw [e]
    exact norm_scatter_le hM (by simpa using hB) hr
  | succ n ih =>
    intro r hr
    have e : v r - bornIterate K u₀ (n + 1) r =
        scatter K (fun s => v s - bornIterate K u₀ n s) r := by
      rw [scatter_sub hK hv (continuousOn_bornIterate hK h₀ _) hr, hsol r hr]
      exact add_sub_add_left_eq_sub _ _ _
    rw [e]
    exact norm_scatter_le hM ih hr

/-- For a complete channel space, a continuous bounded kernel and a continuous bounded incident
wave, the Born iterates converge uniformly on `[0, R]` to a continuous solution of the integral
equation, and every continuous solution agrees with it there. -/
theorem bornIterate_converges [CompleteSpace E]
    (hK : ContinuousOn (fun p : ℝ × ℝ => K p.1 p.2) (triangle R))
    (hM : ∀ p ∈ triangle R, ‖K p.1 p.2‖ ≤ M)
    (h₀ : ContinuousOn u₀ (Icc 0 R)) (hC : ∀ r ∈ Icc 0 R, ‖u₀ r‖ ≤ C) :
    ∃ u : ℝ → E, TendstoUniformlyOn (bornIterate K u₀) u atTop (Icc 0 R) ∧
      ContinuousOn u (Icc 0 R) ∧ (∀ r ∈ Icc 0 R, u r = u₀ r + scatter K u r) ∧
      ∀ v : ℝ → E, ContinuousOn v (Icc 0 R) →
        (∀ r ∈ Icc 0 R, v r = u₀ r + scatter K v r) → EqOn v u (Icc 0 R) := by
  have hsum : ∀ x : ℝ, Summable fun n : ℕ => x ^ (n + 1) / ((n + 1)! : ℝ) := fun x =>
    (summable_nat_add_iff 1).2 (Real.summable_pow_div_factorial x)
  have hM0 : ∀ r ∈ Icc 0 R, 0 ≤ M := fun r hr =>
    (norm_nonneg _).trans (hM (r, r) ⟨hr.1, le_rfl, hr.2⟩)
  -- the telescoping series of differences converges uniformly
  obtain ⟨u, hT⟩ : ∃ u : ℝ → E, TendstoUniformlyOn (bornIterate K u₀) u atTop (Icc 0 R) := by
    have hU := tendstoUniformlyOn_tsum_nat (s := Icc 0 R)
      (f := fun n r => bornIterate K u₀ (n + 1) r - bornIterate K u₀ n r)
      ((hsum (M * R)).mul_left C) (fun n r hr => by
        refine (norm_bornIterate_succ_sub_le hK hM h₀ hC n r hr).trans ?_
        have hC0 : 0 ≤ C := (norm_nonneg _).trans (hC r hr)
        have hm := hM0 r hr
        have hr0 := hr.1
        have hrR := hr.2
        gcongr)
    refine ⟨fun r => u₀ r + ∑' n, (bornIterate K u₀ (n + 1) r - bornIterate K u₀ n r), ?_⟩
    rw [Metric.tendstoUniformlyOn_iff] at hU ⊢
    intro ε hε
    filter_upwards [hU ε hε] with N hN r hr
    have h := hN r hr
    rw [Finset.sum_range_sub (fun n => bornIterate K u₀ n r)] at h
    refine lt_of_eq_of_lt ?_ h
    rw [dist_eq_norm, dist_eq_norm]
    congr 1
    simp only [bornIterate]
    abel
  have hu : ContinuousOn u (Icc 0 R) := hT.continuousOn
    (Eventually.of_forall (continuousOn_bornIterate hK h₀)).frequently
  refine ⟨u, hT, hu, fun r hr => ?_, fun v hv hsol r hr => ?_⟩
  · -- scattering is continuous under uniform convergence
    have hS : Tendsto (fun n => scatter K (bornIterate K u₀ n) r) atTop
        (𝓝 (scatter K u r)) := by
      rw [Metric.tendsto_nhds]
      intro ε hε
      have hMr : 0 ≤ M * r := mul_nonneg (hM0 r hr) hr.1
      have hδ : 0 < ε / (M * r + 1) := by positivity
      filter_upwards [Metric.tendstoUniformlyOn_iff.1 hT _ hδ] with n hn
      have h := norm_scatter_le (n := 0) (B := ε / (M * r + 1))
        (v := fun s => u s - bornIterate K u₀ n s) hM
        (fun s hs => by simpa [dist_eq_norm] using (hn s hs).le) hr
      rw [scatter_sub hK hu (continuousOn_bornIterate hK h₀ n) hr] at h
      rw [dist_comm, dist_eq_norm]
      refine h.trans_lt ?_
      have h1 : ε / (M * r + 1) * (M * r + 1) = ε := div_mul_cancel₀ _ (by positivity)
      norm_num
      linarith
    exact tendsto_nhds_unique ((hT.tendsto_at hr).comp (tendsto_add_atTop_nat 1))
      (tendsto_const_nhds.add hS)
  · -- any other solution is also the limit of the Born iterates
    obtain ⟨B, hB⟩ := isCompact_Icc.exists_bound_of_continuousOn hv
    have h0 : Tendsto (fun n : ℕ => B * ((M * r) ^ (n + 1) / ((n + 1)! : ℝ))) atTop (𝓝 0) :=
      ((hsum (M * r)).mul_left B).tendsto_atTop_zero
    have hl : Tendsto (fun n => bornIterate K u₀ n r) atTop (𝓝 (v r)) := by
      rw [tendsto_iff_norm_sub_tendsto_zero]
      refine squeeze_zero (fun _ => norm_nonneg _) (fun n => ?_) h0
      rw [norm_sub_rev]
      exact norm_solution_sub_bornIterate_le hK hM h₀ hv hB hsol n r hr
    exact tendsto_nhds_unique hl (hT.tendsto_at hr)

/-- In a single real channel with kernel continuous on `[0,R]²` and bounded by `M`, and
continuous `u 0` bounded by `C`, the Born iterates obey `|uₙ₊₁(r) - uₙ(r)| ≤ C (Mr)ⁿ⁺¹/(n+1)!`. -/
theorem single_channel {k : ℝ → ℝ → ℝ} {u : ℕ → ℝ → ℝ}
    (hk : ContinuousOn (fun p : ℝ × ℝ => k p.1 p.2) (Icc 0 R ×ˢ Icc 0 R))
    (hM : ∀ r ∈ Icc 0 R, ∀ s ∈ Icc 0 R, |k r s| ≤ M)
    (h₀ : ContinuousOn (u 0) (Icc 0 R)) (hC : ∀ r ∈ Icc 0 R, |u 0 r| ≤ C)
    (hu : ∀ n r, u (n + 1) r = u 0 r + ∫ s in (0 : ℝ)..r, k r s * u n s)
    (n : ℕ) {r : ℝ} (hr : r ∈ Icc 0 R) :
    |u (n + 1) r - u n r| ≤ C * ((M * r) ^ (n + 1) / ((n + 1)! : ℝ)) := by
  have e : ∀ n, bornIterate (fun r s => k r s • ContinuousLinearMap.id ℝ ℝ) (u 0) n = u n := by
    intro n
    induction n with
    | zero => rfl
    | succ n ih =>
      funext r
      rw [hu, bornIterate, ih]
      rfl
  have hsub : triangle R ⊆ Icc 0 R ×ˢ Icc 0 R := fun p hp =>
    ⟨⟨hp.1.trans hp.2.1, hp.2.2⟩, ⟨hp.1, hp.2.1.trans hp.2.2⟩⟩
  have h := norm_bornIterate_succ_sub_le (M := M)
    (K := fun r s => k r s • ContinuousLinearMap.id ℝ ℝ)
    ((hk.mono hsub).smul continuousOn_const)
    (fun p hp => by
      simpa [norm_smul] using hM p.1 (hsub hp).1 p.2 (hsub hp).2) h₀ hC n r hr
  rwa [e, e] at h

/-- For a constant kernel `M` and a constant incident wave `C` in one real channel, successive
Born iterates differ by exactly `C (Mr)ⁿ⁺¹/(n+1)!`. -/
theorem bound_attained (M C r : ℝ) (n : ℕ) :
    bornIterate (fun _ _ => M • ContinuousLinearMap.id ℝ ℝ) (fun _ => C) (n + 1) r -
      bornIterate (fun _ _ => M • ContinuousLinearMap.id ℝ ℝ) (fun _ => C) n r =
      C * ((M * r) ^ (n + 1) / ((n + 1)! : ℝ)) := by
  -- the iterates are the partial sums of the exponential series
  have h : ∀ n, bornIterate (fun _ _ => M • ContinuousLinearMap.id ℝ ℝ) (fun _ => C) n =
      fun r => ∑ k ∈ Finset.range (n + 1), C * ((M * r) ^ k / (k ! : ℝ)) := by
    intro n
    induction n with
    | zero =>
      funext r
      simp [bornIterate]
    | succ n ih =>
      funext r
      rw [bornIterate, ih, Finset.sum_range_succ' _ (n + 1)]
      simp only [scatter, smul_apply, ContinuousLinearMap.id_apply,
        smul_eq_mul, Finset.mul_sum]
      rw [intervalIntegral.integral_finsetSum
        (fun k _ => Continuous.intervalIntegrable (by fun_prop) _ _)]
      simp only [integral_born_order]
      rw [add_comm]
      simp
  rw [h, h]
  simp only [Finset.sum_range_succ _ (n + 1), add_sub_cancel_left]

end

end FullPotentialBorn
```

```lean
#print axioms FullPotentialBorn.norm_bornIterate_succ_sub_le
#print axioms FullPotentialBorn.bornIterate_converges
#print axioms FullPotentialBorn.single_channel
#print axioms FullPotentialBorn.bound_attained
```

```
'FullPotentialBorn.norm_bornIterate_succ_sub_le' depends on axioms: [propext, Classical.choice, Quot.sound]
'FullPotentialBorn.bornIterate_converges' depends on axioms: [propext, Classical.choice, Quot.sound]
'FullPotentialBorn.single_channel' depends on axioms: [propext, Classical.choice, Quot.sound]
'FullPotentialBorn.bound_attained' depends on axioms: [propext, Classical.choice, Quot.sound]
```

## Reading the formal statement

The channel space is `E`, a real normed space; complex channel vectors fit by regarding them as a real space. The kernel takes values in `E →L[ℝ] E`, the continuous linear operators, and its norm is the operator norm. `triangle R` contains the pairs (field radius, source radius), `scatter` is the integral term, and `bornIterate` is the recursion.

The main estimate is `norm_bornIterate_succ_sub_le`. Mathlib's integral is zero by convention in an incomplete space, so the physical content lies in complete `E`, which includes every finite set of channels. `single_channel` is the real scalar version, with the kernel continuous and bounded on the whole square \([0,R]^2\).

## How the lemmas carry the argument

`integral_born_order` evaluates the integral that raises the order. `norm_scatter_le` rewrites the target bound as that integral, then compares integrands using the operator-norm inequality. Once the incident wave has cancelled in the induction, `scatter_sub` turns the difference of two scattered waves into the scattered difference.

For `continuousOn_scatter`, the file replaces the two-term estimate by clamping the radii into the triangle. This makes the integrand continuous everywhere, so a general theorem on parametric integrals applies; inside the triangle the clamp changes nothing.

The main estimate and `norm_solution_sub_bornIterate_le` are parallel inductions: rewrite the difference as a scattered difference, then apply `norm_scatter_le`. `bornIterate_converges` sums the telescoping corrections, passes to the limit in the equation, and obtains uniqueness from the second induction. `bound_attained` identifies the iterates for constant data with partial sums of the exponential series and subtracts neighbours.
